# On a quadratic surface, no fixed positive definite Hessian model makes a saddle attracting for quasi-Newton steps

Suppose I keep only the quadratic part of the energy about a saddle at the origin, $E(x)=\tfrac12\langle x,Hx\rangle$, and hold the Hessian model $B$ fixed during the search. The step is then $x_{k+1}=x_k-aB^{-1}Hx_k$ with $a>0$. If $B$ is positive definite, the step points downhill wherever the gradient is nonzero, so I expect the search to leave the saddle. But $B^{-1}$ also mixes the coordinates. Could a clever positive definite $B$, with a suitable $a$, still draw in every start near the saddle?

## One mode grows at every step

No. Let $H$ be symmetric with $\langle z,Hz\rangle<0$ for some $z$. However $B$ mixes the coordinates, there is a direction that the step only stretches.

To find it, minimise $\langle x,Hx\rangle/\langle x,Bx\rangle$ over the unit sphere. The ratio is continuous and the sphere compact, so a minimum $\mu$ is attained at some $v\neq0$. Rescaling $x$ leaves the ratio unchanged, so $\mu$ is the minimum over all $x\ne0$, and $z$ shows that $\mu<0$.

Put $M=H-\mu B$. Then $\langle x,Mx\rangle\ge0$ for all $x$, and $\langle v,Mv\rangle=0$. With $w=Mv$, $p=\langle w,w\rangle$ and $c=\langle w,Mw\rangle\ge0$, symmetry gives, for every real $t$,
$$0\le\langle v+tw,M(v+tw)\rangle=2tp+t^2c.$$
At $t=-p/(c+1)$ the right side is $-p^2(c+2)/(c+1)^2$, so $p=0$ and $w=0$. Hence $Hv=\mu Bv$, and
$$v-aB^{-1}Hv=(1-a\mu)v,\qquad g:=1-a\mu>1.$$

Now take any point $y$ and any $r>0$. If the iterates $y_k$ from $y$ are unbounded, start there. Otherwise $\|y_k\|\le C_0$ for some $C_0$; start at $x_0=y+sv$ with $s>0$ and $s\|v\|=r/2$. The step is linear, so
$$x_k=y_k+g^k s\,v,\qquad \|x_k\|\ge g^k\tfrac r2-C_0,$$
which is unbounded. Taking $y=0$ gives such starts arbitrarily close to the saddle. Other starts may still converge to it, for instance a start $u$ with $Hu=\lambda Bu$ and $0<a\lambda<2$.

## What the theorems say

The finite type `n` labels the coordinates, and a displacement is a vector `n → ℝ` whose norm is its largest absolute component. `B.PosDef` includes symmetry of $B$, `H.IsSymm` is symmetry of $H$, and `z ⬝ᵥ H *ᵥ z < 0` is the negative curvature. `qnStep B H a` is one step, and `(qnStep B H a)^[k] x₀` is the position after $k$ steps.

`exists_unbounded_start_near` gives a start within $r$ of $y$ such that, for every bound `C`, some iterate has norm above `C`. `saddle_not_attracting` says that no ball about the origin consists of starts that all converge to it. $H$ needs no positive curvature, so maxima are included. Anharmonic terms, updates of $B$, line searches and step limits lie outside the model.

Positive definiteness matters: a symmetric invertible $B$ is not enough. For $B=H=\mathrm{diag}(1,-1)$ and $a=1$, every start reaches the saddle in one step. More generally, `exact_model_converges` proves convergence from every start when $B=H$ is invertible and $0<a<2$. For a free molecule in Cartesian coordinates $H$ is singular, so overall translations and rotations must be removed before this applies.

In a basic quasi-Newton geometry optimisation, each cycle computes the gradient $G$ at the current structure, solves $Bd=-G$ for the step $d$ and moves the atoms by $a\,d$; $B=I$ is steepest descent. For a transition-state search in the harmonic region with $B$ frozen and $a>0$, the result means that a model attracting all nearby starts cannot be positive definite.

In Lean 4 with Mathlib:

```lean
import Mathlib

open Matrix Filter Topology

namespace QuasiNewtonSaddle

noncomputable section

variable {n : Type*} [Fintype n]

/-- If a symmetric Hessian has nonnegative curvature in every direction, then a displacement
of zero curvature produces no force. -/
theorem force_eq_zero_of_flat (M : Matrix n n ℝ) (hM : M.IsSymm)
    (hpos : ∀ x, 0 ≤ x ⬝ᵥ M *ᵥ x) (v : n → ℝ) (hv : v ⬝ᵥ M *ᵥ v = 0) :
    M *ᵥ v = 0 := by
  obtain ⟨w, hw⟩ : ∃ w, w = M *ᵥ v := ⟨_, rfl⟩
  have hsym : v ⬝ᵥ M *ᵥ w = w ⬝ᵥ w := by
    rw [Matrix.dotProduct_mulVec, ← Matrix.mulVec_transpose, hM.eq, ← hw]
  rw [← hw] at hv ⊢
  -- the curvature along v + t w is a quadratic in t without constant term
  have key : ∀ t : ℝ, 0 ≤ 2 * t * (w ⬝ᵥ w) + t ^ 2 * (w ⬝ᵥ M *ᵥ w) := by
    intro t
    have h := hpos (v + t • w)
    simp only [Matrix.mulVec_add, Matrix.mulVec_smul, ← hw, add_dotProduct, dotProduct_add,
      smul_dotProduct, dotProduct_smul, smul_eq_mul, hsym, hv] at h
    nlinarith [h]
  have hc := hpos w
  generalize w ⬝ᵥ M *ᵥ w = c at key hc
  by_contra hne
  have hp : w ⬝ᵥ w ≠ 0 := fun h => hne (dotProduct_self_eq_zero.mp h)
  generalize w ⬝ᵥ w = p at key hp
  have h := key (-p / (c + 1))
  have hc1 : c + 1 ≠ 0 := by positivity
  have e : 2 * (-p / (c + 1)) * p + (-p / (c + 1)) ^ 2 * c
      = -(p ^ 2 * (c + 2) / (c + 1) ^ 2) := by
    field_simp
    ring
  have hlt : 0 < p ^ 2 * (c + 2) / (c + 1) ^ 2 := by positivity
  linarith

/-- A symmetric Hessian `H` with a direction of negative curvature has, relative to any positive
definite model `B`, a mode `H v = μ B v` with negative `μ`. -/
theorem exists_unstable_mode (B H : Matrix n n ℝ) (hB : B.PosDef) (hH : H.IsSymm)
    (z : n → ℝ) (hz : z ⬝ᵥ H *ᵥ z < 0) :
    ∃ μ : ℝ, μ < 0 ∧ ∃ v : n → ℝ, v ≠ 0 ∧ H *ᵥ v = μ • (B *ᵥ v) := by
  have hpos : ∀ x : n → ℝ, x ≠ 0 → 0 < x ⬝ᵥ B *ᵥ x := fun x hx => by
    simpa only [star_trivial] using hB.dotProduct_mulVec_pos hx
  have hBt : Bᵀ = B := by
    have h := hB.isHermitian.eq
    rwa [Matrix.conjTranspose_eq_transpose_of_trivial] at h
  have hq : ∀ (A : Matrix n n ℝ) (c : ℝ) (x : n → ℝ),
      (c • x) ⬝ᵥ A *ᵥ (c • x) = c ^ 2 * (x ⬝ᵥ A *ᵥ x) := by
    intro A c x
    simp only [Matrix.mulVec_smul, smul_dotProduct, dotProduct_smul, smul_eq_mul]
    ring
  have hcont : ∀ A : Matrix n n ℝ, Continuous fun x : n → ℝ => x ⬝ᵥ A *ᵥ x := by
    intro A
    simp only [dotProduct, Matrix.mulVec]
    fun_prop
  have hz0 : z ≠ 0 := by
    rintro rfl
    simp at hz
  have hunit : ∀ x : n → ℝ, x ≠ 0 → ‖x‖⁻¹ • x ∈ Metric.sphere (0 : n → ℝ) 1 := by
    intro x hx
    rw [mem_sphere_zero_iff_norm, norm_smul, norm_inv, norm_norm,
      inv_mul_cancel₀ (norm_ne_zero_iff.mpr hx)]
  have hne : ∀ x ∈ Metric.sphere (0 : n → ℝ) 1, x ≠ 0 := by
    intro x hx h
    rw [mem_sphere_zero_iff_norm, h, norm_zero] at hx
    exact zero_ne_one hx
  -- the Rayleigh quotient attains its minimum on the unit sphere
  have hf : ContinuousOn (fun x : n → ℝ => (x ⬝ᵥ H *ᵥ x) / (x ⬝ᵥ B *ᵥ x))
      (Metric.sphere 0 1) :=
    (hcont H).continuousOn.div (hcont B).continuousOn fun x hx => (hpos x (hne x hx)).ne'
  obtain ⟨v, hvS, hmin⟩ := (isCompact_sphere (0 : n → ℝ) 1).exists_isMinOn ⟨_, hunit z hz0⟩ hf
  have hv0 := hne v hvS
  obtain ⟨μ, hμ⟩ : ∃ μ, μ = (v ⬝ᵥ H *ᵥ v) / (v ⬝ᵥ B *ᵥ v) := ⟨_, rfl⟩
  have hle : ∀ x : n → ℝ, x ≠ 0 → μ * (x ⬝ᵥ B *ᵥ x) ≤ x ⬝ᵥ H *ᵥ x := by
    intro x hx
    have h := isMinOn_iff.mp hmin _ (hunit x hx)
    have hc : (‖x‖⁻¹) ^ 2 ≠ 0 := pow_ne_zero 2 (inv_ne_zero (norm_ne_zero_iff.mpr hx))
    simp only [hq] at h
    rwa [mul_div_mul_left _ _ hc, ← hμ, le_div_iff₀ (hpos x hx)] at h
  have hMx : ∀ x, (H - μ • B) *ᵥ x = H *ᵥ x - μ • (B *ᵥ x) := by
    intro x
    rw [Matrix.sub_mulVec, Matrix.smul_mulVec]
  refine ⟨μ, ?_, v, hv0, ?_⟩
  · by_contra h
    have h1 := mul_nonneg (not_lt.mp h) (hpos z hz0).le
    linarith [hle z hz0]
  · -- H - μ B has nonnegative curvature, and none along v
    have h0 := force_eq_zero_of_flat (H - μ • B)
      (by rw [Matrix.IsSymm, Matrix.transpose_sub, Matrix.transpose_smul, hH.eq, hBt])
      (fun x => by
        rw [hMx, dotProduct_sub, dotProduct_smul, smul_eq_mul]
        by_cases hx : x = 0
        · simp [hx]
        · linarith [hle x hx]) v
      (by rw [hMx, dotProduct_sub, dotProduct_smul, smul_eq_mul, hμ,
            div_mul_cancel₀ _ (hpos v hv0).ne', sub_self])
    rw [hMx] at h0
    exact sub_eq_zero.mp h0

variable [DecidableEq n]

/-- One quasi-Newton step of length factor `a` on the quadratic surface with Hessian `H`, using
the fixed invertible Hessian model `B`. -/
def qnStep (B H : Matrix n n ℝ) (a : ℝ) (x : n → ℝ) : n → ℝ :=
  x - a • (B⁻¹ *ᵥ (H *ᵥ x))

/-- On a quadratic surface, after any number of steps, the search started from a sum of two
displacements is at the sum of the two separate searches. -/
theorem iterate_add (B H : Matrix n n ℝ) (a : ℝ) (x y : n → ℝ) (k : ℕ) :
    (qnStep B H a)^[k] (x + y) = (qnStep B H a)^[k] x + (qnStep B H a)^[k] y := by
  have hadd : ∀ u w, qnStep B H a (u + w) = qnStep B H a u + qnStep B H a w := by
    intro u w
    simp only [qnStep, Matrix.mulVec_add]
    module
  induction k with
  | zero => rfl
  | succ k ih => simp only [Function.iterate_succ_apply', ih, hadd]

/-- On a quadratic surface with an invertible model `B`, each step multiplies a displacement along a
mode `H v = μ B v` by `1 - a μ`. -/
theorem iterate_mode (B H : Matrix n n ℝ) (a μ c : ℝ) (v : n → ℝ) (hB : B.det ≠ 0)
    (hv : H *ᵥ v = μ • (B *ᵥ v)) (k : ℕ) :
    (qnStep B H a)^[k] (c • v) = ((1 - a * μ) ^ k * c) • v := by
  have hinv : B⁻¹ *ᵥ (B *ᵥ v) = v := by
    rw [Matrix.mulVec_mulVec, Matrix.nonsing_inv_mul B hB.isUnit, Matrix.one_mulVec]
  induction k with
  | zero => simp
  | succ k ih =>
    rw [Function.iterate_succ_apply', ih]
    simp only [qnStep, Matrix.mulVec_smul, hv, hinv, pow_succ]
    module

/-- On a quadratic surface, with a positive definite model, a positive step factor and a symmetric
Hessian that has a direction of negative curvature, there are starts arbitrarily close to any point
`y` whose quasi-Newton iterates are unbounded. -/
theorem exists_unbounded_start_near (B H : Matrix n n ℝ) (hB : B.PosDef) (hH : H.IsSymm)
    (z : n → ℝ) (hz : z ⬝ᵥ H *ᵥ z < 0) (a : ℝ) (ha : 0 < a) (y : n → ℝ) (r : ℝ) (hr : 0 < r) :
    ∃ x₀ : n → ℝ, ‖x₀ - y‖ < r ∧ ∀ C : ℝ, ∃ k : ℕ, C < ‖(qnStep B H a)^[k] x₀‖ := by
  obtain ⟨μ, hμ, v, hv0, hv⟩ := exists_unstable_mode B H hB hH z hz
  by_cases hy : ∀ C : ℝ, ∃ k : ℕ, C < ‖(qnStep B H a)^[k] y‖
  · exact ⟨y, by simpa using hr, hy⟩
  obtain ⟨C₀, hC₀⟩ := not_forall.mp hy
  have hbd : ∀ k : ℕ, ‖(qnStep B H a)^[k] y‖ ≤ C₀ := fun k =>
    not_lt.mp fun h => hC₀ ⟨k, h⟩
  -- displace the bounded start by r/2 along the unstable mode
  have hvn : 0 < ‖v‖ := norm_pos_iff.mpr hv0
  obtain ⟨c, hc, hcv⟩ : ∃ c : ℝ, 0 < c ∧ c * ‖v‖ = r / 2 :=
    ⟨r / 2 / ‖v‖, by positivity, div_mul_cancel₀ _ hvn.ne'⟩
  have hg : 1 < 1 - a * μ := by linarith [mul_neg_of_pos_of_neg ha hμ]
  refine ⟨y + c • v, ?_, fun C => ?_⟩
  · rw [add_sub_cancel_left, norm_smul, Real.norm_of_nonneg hc.le, hcv]
    linarith
  · obtain ⟨k, hk⟩ := pow_unbounded_of_one_lt ((C + C₀) / (r / 2)) hg
    refine ⟨k, ?_⟩
    rw [div_lt_iff₀ (by positivity)] at hk
    have hsum := iterate_add B H a y (c • v) k
    rw [iterate_mode B H a μ c v hB.det_pos.ne' hv k] at hsum
    have hgk : 0 < (1 - a * μ) ^ k := pow_pos (by linarith) k
    have hnorm : ‖((1 - a * μ) ^ k * c) • v‖ = (1 - a * μ) ^ k * (r / 2) := by
      rw [norm_smul, Real.norm_of_nonneg (mul_pos hgk hc).le, mul_assoc, hcv]
    have htri := norm_sub_le ((qnStep B H a)^[k] (y + c • v)) ((qnStep B H a)^[k] y)
    rw [hsum, add_sub_cancel_left, hnorm, ← hsum] at htri
    linarith [hbd k]

/-- On a quadratic surface, a stationary point whose symmetric Hessian has a direction of negative
curvature is not attracting for quasi-Newton steps with a fixed positive definite model and positive
step factor: no neighbourhood of it consists of starts that all converge to it. -/
theorem saddle_not_attracting (B H : Matrix n n ℝ) (hB : B.PosDef) (hH : H.IsSymm)
    (z : n → ℝ) (hz : z ⬝ᵥ H *ᵥ z < 0) (a : ℝ) (ha : 0 < a) :
    ¬ ∃ r : ℝ, 0 < r ∧ ∀ x₀ : n → ℝ, ‖x₀‖ < r →
      Tendsto (fun k : ℕ => (qnStep B H a)^[k] x₀) atTop (𝓝 0) := by
  rintro ⟨r, hr, h⟩
  obtain ⟨x₀, hx, hunb⟩ := exists_unbounded_start_near B H hB hH z hz a ha 0 r hr
  rw [sub_zero] at hx
  -- a convergent sequence is bounded
  obtain ⟨C, hC⟩ := (h x₀ hx).norm.bddAbove_range
  obtain ⟨k, hk⟩ := hunb C
  have hle : ‖(qnStep B H a)^[k] x₀‖ ≤ C := hC ⟨k, rfl⟩
  linarith

/-- On a quadratic surface, if the model is the exact invertible Hessian, definite or not, and the
step factor lies between 0 and 2, the iterates converge to the stationary point from every start. -/
theorem exact_model_converges (H : Matrix n n ℝ) (hH : H.det ≠ 0) (a : ℝ) (ha : 0 < a)
    (ha2 : a < 2) (x₀ : n → ℝ) :
    Tendsto (fun k : ℕ => (qnStep H H a)^[k] x₀) atTop (𝓝 0) := by
  have hit : ∀ k : ℕ, (qnStep H H a)^[k] x₀ = (1 - a) ^ k • x₀ := by
    intro k
    have h := iterate_mode H H a 1 1 x₀ hH (one_smul ℝ _).symm k
    rwa [one_smul, mul_one, mul_one] at h
  have habs : |1 - a| < 1 := abs_lt.mpr ⟨by linarith, by linarith⟩
  have hlim := (tendsto_pow_atTop_nhds_zero_of_abs_lt_one habs).smul_const x₀
  rw [zero_smul] at hlim
  simpa only [hit] using hlim

end

end QuasiNewtonSaddle
```

```lean
#print axioms QuasiNewtonSaddle.saddle_not_attracting
#print axioms QuasiNewtonSaddle.exact_model_converges
```

```
'QuasiNewtonSaddle.saddle_not_attracting' depends on axioms: [propext, Classical.choice, Quot.sound]
'QuasiNewtonSaddle.exact_model_converges' depends on axioms: [propext, Classical.choice, Quot.sound]
```

## From the minimum to the growing iterates

`force_eq_zero_of_flat` is the argument for $w=0$: `key` is the inequality in $t$, and inserting $t=-p/(c+1)$ contradicts $p\neq0$.

`exists_unstable_mode` obtains the minimum from `isCompact_sphere`. Its `hle` carries the bound from the sphere to all nonzero $x$, and the previous lemma, applied to `H - μ • B`, gives the mode.

`iterate_add` and `iterate_mode` prove by induction on $k$ that separate searches add and that the mode grows as $g^k$.

In `exists_unbounded_start_near`, `by_cases` separates the two kinds of $y$. The code calls the amplitude $s$ `c`; `pow_unbounded_of_one_lt` supplies a $k$ with $g^k r/2>C+C_0$, and `norm_sub_le` is the triangle inequality.

`saddle_not_attracting` sets $y=0$ and uses that a convergent sequence is bounded. `exact_model_converges` applies `iterate_mode` with $\mu=1$, so that $x_k=(1-a)^kx_0$.
